# Blackbody shifts of −(2π³/15) a α³T⁴ for a constant polarizability a and πα³T²/3 for a free electron

To estimate how room-temperature radiation shifts an atomic clock transition, one multiplies the difference between the static scalar polarizabilities of the two levels, upper minus lower, by −(2π³/15) α³T⁴, where α is the fine-structure constant and T the thermal energy in atomic units. Within the quadratic, electric-dipole Stark model this is exact when the polarizabilities do not depend on frequency; for a bounded, measurable polarizability with a zero-frequency limit, it gives the T⁴ coefficient as T → 0.

```lean
import Mathlib

open MeasureTheory Set Filter
open scoped Real Topology

namespace BlackbodyShift

noncomputable section

/-- Spectrum of the squared electric field of blackbody radiation in atomic units, with
fine-structure constant `α`, for temperature `T > 0` and frequency `ω > 0`. -/
def fieldSpectrum (α T ω : ℝ) : ℝ :=
  4 * α ^ 3 / π * (ω ^ 3 / (Real.exp (ω / T) - 1))

/-- Thermal shift of a level with dynamic polarizability `pol`, for `T > 0`: the quadratic
Stark energy `-pol(ω) F(ω) / 2` integrated over all positive frequencies. -/
def thermalShift (α : ℝ) (pol : ℝ → ℝ) (T : ℝ) : ℝ :=
  ∫ ω in Ioi (0 : ℝ), -(pol ω * fieldSpectrum α T ω / 2)

/-- For `T > 0` and `n ≥ 1`, the `n`-th frequency moment of the Bose distribution is the
sum of the moments of its Boltzmann terms. -/
theorem planck_moment {n : ℕ} (hn : 1 ≤ n) {T : ℝ} (hT : 0 < T) :
    HasSum (fun k : ℕ => (n.factorial : ℝ) * T ^ (n + 1) / ((k : ℝ) + 1) ^ (n + 1))
      (∫ ω in Ioi (0 : ℝ), ω ^ n / (Real.exp (ω / T) - 1)) := by
  -- each Boltzmann term is a Gamma integral
  have hexp : ∀ r : ℝ, 0 < r → ∫ ω in Ioi (0 : ℝ), ω ^ n * Real.exp (-(r * ω))
      = (n.factorial : ℝ) / r ^ (n + 1) := by
    intro r hr
    have h := Real.integral_rpow_mul_exp_neg_mul_Ioi
      (a := (n : ℝ) + 1) (by positivity) hr
    rw [add_sub_cancel_right, Real.Gamma_nat_eq_factorial, ← Nat.cast_succ] at h
    simp only [Real.rpow_natCast] at h
    rw [h, one_div, inv_pow]
    exact (div_eq_inv_mul _ _).symm
  have hval : ∀ k : ℕ, ∫ ω in Ioi (0 : ℝ), ω ^ n * Real.exp (-(((k : ℝ) + 1) / T * ω))
      = (n.factorial : ℝ) * T ^ (n + 1) / ((k : ℝ) + 1) ^ (n + 1) := by
    intro k
    rw [hexp _ (by positivity), div_pow, div_div_eq_mul_div]
  have hint : ∀ k : ℕ, Integrable
      (fun ω : ℝ => ω ^ n * Real.exp (-(((k : ℝ) + 1) / T * ω)))
      (volume.restrict (Ioi 0)) := by
    intro k
    by_contra hk
    have hp : (n.factorial : ℝ) * T ^ (n + 1) / ((k : ℝ) + 1) ^ (n + 1) ≠ 0 := by
      positivity
    exact hp ((hval k).symm.trans (integral_undef hk))
  have hnorm : ∀ k : ℕ,
      ∫ ω in Ioi (0 : ℝ), ‖ω ^ n * Real.exp (-(((k : ℝ) + 1) / T * ω))‖
      = (n.factorial : ℝ) * T ^ (n + 1) / ((k : ℝ) + 1) ^ (n + 1) := by
    intro k
    rw [← hval k]
    refine setIntegral_congr_fun measurableSet_Ioi fun ω hω => ?_
    have h0 : 0 < ω := hω
    exact Real.norm_of_nonneg (by positivity)
  have hsum : Summable fun k : ℕ =>
      ∫ ω in Ioi (0 : ℝ), ‖ω ^ n * Real.exp (-(((k : ℝ) + 1) / T * ω))‖ := by
    have hb := (summable_nat_add_iff 1).2
      (Real.summable_one_div_nat_pow.2 (by omega : 1 < n + 1))
    have hf : (fun k : ℕ => (n.factorial : ℝ) * T ^ (n + 1) / ((k : ℝ) + 1) ^ (n + 1))
        = fun k : ℕ => (n.factorial : ℝ) * T ^ (n + 1)
          * (1 / ((k + 1 : ℕ) : ℝ) ^ (n + 1)) := by
      ext k
      simp only [mul_one_div, Nat.cast_add, Nat.cast_one]
    simp only [hnorm]
    rw [hf]
    exact hb.mul_left _
  -- the geometric series restores the Bose factor
  have key : ∀ c e : ℝ, 1 < e → c * e⁻¹ * (1 - e⁻¹)⁻¹ = c / (e - 1) := by
    intro c e he
    have h0 : e ≠ 0 := by linarith
    have h1 : e - 1 ≠ 0 := by linarith
    have h2 : 1 - e⁻¹ = (e - 1) / e := by field_simp
    rw [h2, inv_div]
    field_simp
  have hgeo : ∀ ω ∈ Ioi (0 : ℝ),
      ∑' k : ℕ, ω ^ n * Real.exp (-(((k : ℝ) + 1) / T * ω))
      = ω ^ n / (Real.exp (ω / T) - 1) := by
    intro ω hω
    have h0 : 0 < ω / T := div_pos hω hT
    have hq : Real.exp (-(ω / T)) < 1 := Real.exp_lt_one_iff.2 (by linarith)
    have hg := (hasSum_geometric_of_lt_one (Real.exp_pos _).le hq).mul_left
      (ω ^ n * Real.exp (-(ω / T)))
    rw [← key _ _ (Real.one_lt_exp_iff.2 h0), ← Real.exp_neg, ← hg.tsum_eq]
    refine tsum_congr fun k => ?_
    rw [mul_assoc, ← Real.exp_nat_mul, ← Real.exp_add]
    congr 2
    ring
  have hs := hasSum_integral_of_summable_integral_norm hint hsum
  rw [setIntegral_congr_fun measurableSet_Ioi hgeo] at hs
  simpa only [hval] using hs

/-- For `T > 0` the integral of `ω³ / (exp(ω/T) - 1)` over positive frequencies is
`π⁴ T⁴ / 15`. -/
theorem planck_cubic {T : ℝ} (hT : 0 < T) :
    ∫ ω in Ioi (0 : ℝ), ω ^ 3 / (Real.exp (ω / T) - 1) = π ^ 4 * T ^ 4 / 15 := by
  have h := ((hasSum_nat_add_iff' 1).2 hasSum_zeta_four).mul_left (6 * T ^ 4)
  have h6 : ((Nat.factorial 3 : ℕ) : ℝ) = 6 := by norm_num [Nat.factorial]
  have hf : (fun k : ℕ => ((Nat.factorial 3 : ℕ) : ℝ) * T ^ (3 + 1) / ((k : ℝ) + 1) ^ (3 + 1))
      = fun k : ℕ => 6 * T ^ 4 * (1 / ((k + 1 : ℕ) : ℝ) ^ 4) := by
    ext k
    rw [h6]
    push_cast
    ring
  have hv : π ^ 4 * T ^ 4 / 15
      = 6 * T ^ 4 * (π ^ 4 / 90 - ∑ i ∈ Finset.range 1, 1 / (i : ℝ) ^ 4) := by
    rw [Finset.sum_range_one]
    push_cast
    ring
  refine (planck_moment (n := 3) (by norm_num) hT).unique ?_
  rw [hf, hv]
  exact h

/-- For `T > 0` the integral of `ω / (exp(ω/T) - 1)` over positive frequencies is
`π² T² / 6`. -/
theorem planck_linear {T : ℝ} (hT : 0 < T) :
    ∫ ω in Ioi (0 : ℝ), ω / (Real.exp (ω / T) - 1) = π ^ 2 * T ^ 2 / 6 := by
  have h := ((hasSum_nat_add_iff' 1).2 hasSum_zeta_two).mul_left (T ^ 2)
  have hm := planck_moment (n := 1) le_rfl hT
  simp only [pow_one] at hm
  have hf : (fun k : ℕ => ((Nat.factorial 1 : ℕ) : ℝ) * T ^ (1 + 1) / ((k : ℝ) + 1) ^ (1 + 1))
      = fun k : ℕ => T ^ 2 * (1 / ((k + 1 : ℕ) : ℝ) ^ 2) := by
    ext k
    rw [Nat.factorial_one]
    push_cast
    ring
  have hv : π ^ 2 * T ^ 2 / 6
      = T ^ 2 * (π ^ 2 / 6 - ∑ i ∈ Finset.range 1, 1 / (i : ℝ) ^ 2) := by
    rw [Finset.sum_range_one]
    push_cast
    ring
  refine hm.unique ?_
  rw [hf, hv]
  exact h

/-- In the variable `x = ω/T`, with `T > 0`, the shift is `-(2α³/π) T⁴` times the integral of the
polarizability with weight `x³/(exp x - 1)`, and equally `-(2α³/π) T²` times the integral of `ω²`
times the polarizability with weight `x/(exp x - 1)`. -/
theorem thermalShift_scaling (α : ℝ) (pol : ℝ → ℝ) {T : ℝ} (hT : 0 < T) :
    thermalShift α pol T = -(2 * α ^ 3 / π) * T ^ 4 *
        ∫ x in Ioi (0 : ℝ), pol (T * x) * (x ^ 3 / (Real.exp x - 1)) ∧
    thermalShift α pol T = -(2 * α ^ 3 / π) * T ^ 2 *
        ∫ x in Ioi (0 : ℝ), (T * x) ^ 2 * pol (T * x) * (x / (Real.exp x - 1)) := by
  have h := integral_comp_mul_left_Ioi
    (fun ω => -(pol ω * fieldSpectrum α T ω / 2)) 0 hT
  simp only [mul_zero, smul_eq_mul] at h
  have hs : thermalShift α pol T = T *
      ∫ x in Ioi (0 : ℝ), -(pol (T * x) * fieldSpectrum α T (T * x) / 2) := by
    rw [h, ← mul_assoc, mul_inv_cancel₀ hT.ne', one_mul, thermalShift]
  constructor
  all_goals
    rw [hs, ← integral_const_mul, ← integral_const_mul]
    congr 1
    ext x
    rw [fieldSpectrum, mul_div_cancel_left₀ x hT.ne']
    ring

/-- A constant polarizability `a` gives, for `T > 0`, the shift `-(2π³/15) a α³ T⁴`. -/
theorem static_shift (α a : ℝ) {T : ℝ} (hT : 0 < T) :
    thermalShift α (fun _ => a) T = -(2 * π ^ 3 / 15) * a * α ^ 3 * T ^ 4 := by
  have h := planck_cubic one_pos
  simp only [div_one, one_pow, mul_one] at h
  rw [(thermalShift_scaling α _ hT).1, integral_const_mul, h]
  field_simp

/-- The free-electron polarizability `-1/ω²` gives, for `T > 0`, the shift
`π α³ T² / 3`. -/
theorem free_electron_shift (α : ℝ) {T : ℝ} (hT : 0 < T) :
    thermalShift α (fun ω => -1 / ω ^ 2) T = π * α ^ 3 * T ^ 2 / 3 := by
  have h := planck_linear one_pos
  simp only [div_one, one_pow, mul_one] at h
  have e : ∫ x in Ioi (0 : ℝ), (T * x) ^ 2 * (-1 / (T * x) ^ 2) * (x / (Real.exp x - 1))
      = ∫ x in Ioi (0 : ℝ), (-1) * (x / (Real.exp x - 1)) := by
    refine setIntegral_congr_fun measurableSet_Ioi fun x hx => ?_
    have h0 : x ≠ 0 := ne_of_gt hx
    have h1 : (T * x) ^ 2 * (-1 / (T * x) ^ 2) = -1 := by field_simp
    simp only [h1]
  rw [(thermalShift_scaling α _ hT).2, e, integral_const_mul, h]
  field_simp
  ring

/-- Let a measurable response `g` be bounded at positive frequencies and let `g(Tx)` tend to `a` for
each `x > 0` as `T` follows a countably generated filter along which it is eventually positive.
Then, for a weight `w` integrable over `x > 0`, the integral of `g(Tx) w(x)` over `x > 0` tends to
`a` times the integral of `w`. -/
theorem average_tendsto {w g : ℝ → ℝ} (hw : IntegrableOn w (Ioi 0)) (hg : Measurable g)
    {C a : ℝ} (hC : ∀ ω, 0 < ω → |g ω| ≤ C) {l : Filter ℝ} [l.IsCountablyGenerated]
    (hl : ∀ᶠ T in l, 0 < T)
    (hlim : ∀ x, 0 < x → Tendsto (fun T => g (T * x)) l (𝓝 a)) :
    Tendsto (fun T => ∫ x in Ioi (0 : ℝ), g (T * x) * w x) l
      (𝓝 (a * ∫ x in Ioi (0 : ℝ), w x)) := by
  rw [← integral_const_mul]
  refine tendsto_integral_filter_of_dominated_convergence (fun x => C * ‖w x‖)
    ?_ ?_ (hw.norm.const_mul C) ?_
  · exact Eventually.of_forall fun T =>
      (hg.comp (measurable_const_mul T)).aestronglyMeasurable.mul hw.aestronglyMeasurable
  · filter_upwards [hl] with T hT
    refine (ae_restrict_iff' measurableSet_Ioi).2 (Eventually.of_forall fun x hx => ?_)
    rw [norm_mul]
    exact mul_le_mul_of_nonneg_right (hC _ (mul_pos hT hx)) (norm_nonneg _)
  · exact (ae_restrict_iff' measurableSet_Ioi).2
      (Eventually.of_forall fun x hx => (hlim x hx).mul_const _)

/-- If a measurable polarizability is bounded at positive frequencies and tends to `a` as the
frequency tends to 0 from above, then the shift divided by `T⁴` tends to `-(2π³/15) a α³` as `T → 0`
from above. -/
theorem low_temperature_shift (α : ℝ) {pol : ℝ → ℝ} (hm : Measurable pol) {C a : ℝ}
    (hC : ∀ ω, 0 < ω → |pol ω| ≤ C) (ha : Tendsto pol (𝓝[>] 0) (𝓝 a)) :
    Tendsto (fun T => thermalShift α pol T / T ^ 4) (𝓝[>] 0)
      (𝓝 (-(2 * π ^ 3 / 15) * a * α ^ 3)) := by
  have h := planck_cubic one_pos
  simp only [div_one, one_pow, mul_one] at h
  have hi : IntegrableOn (fun x : ℝ => x ^ 3 / (Real.exp x - 1)) (Ioi 0) := by
    by_contra hn
    have hp : π ^ 4 / 15 ≠ 0 := by positivity
    exact hp (h.symm.trans (integral_undef hn))
  have hlim : ∀ x : ℝ, 0 < x → Tendsto (fun T => pol (T * x)) (𝓝[>] 0) (𝓝 a) := by
    intro x hx
    refine ha.comp (tendsto_nhdsWithin_iff.2 ⟨?_, ?_⟩)
    · exact ((continuous_mul_const x).tendsto' 0 0 (zero_mul x)).mono_left
        nhdsWithin_le_nhds
    · filter_upwards [self_mem_nhdsWithin] with T hT using mul_pos hT hx
  have key := (average_tendsto hi hm hC self_mem_nhdsWithin hlim).const_mul
    (-(2 * α ^ 3 / π))
  have e : -(2 * α ^ 3 / π) * (a * (π ^ 4 / 15)) = -(2 * π ^ 3 / 15) * a * α ^ 3 := by
    field_simp
  rw [h, e] at key
  refine key.congr' ?_
  filter_upwards [self_mem_nhdsWithin] with T hT
  have hT' : 0 < T := hT
  rw [(thermalShift_scaling α pol hT').1, eq_div_iff (by positivity)]
  ring

/-- If `ω²` times a measurable polarizability is bounded at positive frequencies and tends
to `-N` at high frequency, then the shift divided by `T²` tends to `N π α³ / 3` as
`T → ∞`. -/
theorem high_temperature_shift (α : ℝ) {pol : ℝ → ℝ} (hm : Measurable pol) {C N : ℝ}
    (hC : ∀ ω, 0 < ω → |ω ^ 2 * pol ω| ≤ C)
    (hN : Tendsto (fun ω => ω ^ 2 * pol ω) atTop (𝓝 (-N))) :
    Tendsto (fun T => thermalShift α pol T / T ^ 2) atTop (𝓝 (N * π * α ^ 3 / 3)) := by
  have h := planck_linear one_pos
  simp only [div_one, one_pow, mul_one] at h
  have hi : IntegrableOn (fun x : ℝ => x / (Real.exp x - 1)) (Ioi 0) := by
    by_contra hn
    have hp : π ^ 2 / 6 ≠ 0 := by positivity
    exact hp (h.symm.trans (integral_undef hn))
  have hg : Measurable fun ω : ℝ => ω ^ 2 * pol ω := by fun_prop
  have key := (average_tendsto hi hg hC (eventually_gt_atTop 0)
    (fun x hx => hN.comp (tendsto_id.atTop_mul_const hx))).const_mul (-(2 * α ^ 3 / π))
  have e : -(2 * α ^ 3 / π) * (-N * (π ^ 2 / 6)) = N * π * α ^ 3 / 3 := by
    field_simp
    ring
  rw [h, e] at key
  refine key.congr' ?_
  filter_upwards [eventually_gt_atTop 0] with T hT
  rw [(thermalShift_scaling α pol hT).2, eq_div_iff (by positivity)]
  ring

end

end BlackbodyShift
```

```lean
#print axioms BlackbodyShift.static_shift
#print axioms BlackbodyShift.free_electron_shift
#print axioms BlackbodyShift.low_temperature_shift
#print axioms BlackbodyShift.high_temperature_shift
```

```
'BlackbodyShift.static_shift' depends on axioms: [propext, Classical.choice, Quot.sound]
'BlackbodyShift.free_electron_shift' depends on axioms: [propext, Classical.choice, Quot.sound]
'BlackbodyShift.low_temperature_shift' depends on axioms: [propext, Classical.choice, Quot.sound]
'BlackbodyShift.high_temperature_shift' depends on axioms: [propext, Classical.choice, Quot.sound]
```

## A level in thermal light

An atom in a warm enclosure sits in a fluctuating electric field. The field averages to zero but its square does not, so every level acquires a quadratic Stark shift. In atomic units the mean-square field per unit frequency ω is

F(ω) = (4α³/π) ω³/(exp(ω/T) − 1),

and a level with real dynamic polarizability pol(ω) is shifted by

shift(T) = −½ ∫ pol(ω) F(ω) dω, over ω > 0.

These are `fieldSpectrum` and `thermalShift`. Thermal light is isotropic and F counts all three components of the field, so pol is the scalar polarizability, one third of the trace of the polarizability tensor. The letter α, often used for the polarizability, is here the fine-structure constant. T is Boltzmann's constant times the temperature, in hartree. `Ioi (0 : ℝ)` is the set of positive frequencies.

The theorems say the following for T > 0.

- `planck_cubic` and `planck_linear` give the integrals of ω³/(exp(ω/T) − 1) and ω/(exp(ω/T) − 1) as π⁴T⁴/15 and π²T²/6.
- `static_shift` gives −(2π³/15) a α³T⁴ for a constant polarizability a.
- `free_electron_shift` gives πα³T²/3 for pol(ω) = −1/ω². The sign is positive because the displacement of a free electron is opposite to the oscillating force on it; its quiver energy raises the level.

Two further theorems allow pol to depend on frequency, provided it is measurable. In `low_temperature_shift`, pol is bounded and tends to a as ω → 0 from above; shift/T⁴ then tends to −(2π³/15) a α³ as T → 0. In `high_temperature_shift`, ω² pol(ω) is bounded and tends to −N as ω → ∞; shift/T² then tends to Nπα³/3 as T → ∞. Physically N is the sum of the oscillator strengths, which is the number of electrons, and the condition says that they respond as free particles to fast fields. In Lean, α, a and N may be any real numbers.

The step from this model to an atom is the identification of `thermalShift` with the true level shift. It rests on second-order perturbation theory in the electric-dipole approximation, with each frequency contributing separately, and it enters as a definition. Without damping, that theory gives an atom a polarizability with poles at its transition frequencies. The shift is then a principal-value integral, which `thermalShift` and the two limit theorems do not cover; the last section shows why on a single oscillator.

## From the clock to the Rydberg atom

Suppose an electronic-structure calculation has given static polarizabilities a₁ and a₂ for the lower and upper clock levels. In the constant-polarizability model the transition energy changes by

−(2π³/15) (a₂ − a₁) α³T⁴.

Dividing by 2π turns this into a frequency in atomic units. If the enclosure warms from 300 K to 330 K, the shift grows by the factor 1.1⁴ = 1.4641. The frequency dependence of the polarizabilities then enters as a separate correction.

For a highly excited Rydberg electron, T can exceed the energies of the important transitions. The free-electron formula is then the natural estimate, and the same warming multiplies the shift by only 1.1² = 1.21.

## The Planck integrals and the two shifts

For ω > 0 the number exp(−ω/T) is less than 1, so the Bose factor is a geometric series:

1/(exp(ω/T) − 1) = Σ exp(−(k+1)ω/T), k = 0, 1, 2, …

Each term, multiplied by ωⁿ, is a Gamma integral:

∫ ωⁿ exp(−(k+1)ω/T) dω = n! Tⁿ⁺¹/(k+1)ⁿ⁺¹.

All terms are positive, and for n ≥ 1 these values have a finite sum, so summation and integration may be exchanged:

∫ ωⁿ/(exp(ω/T) − 1) dω = n! Tⁿ⁺¹ Σ 1/(k+1)ⁿ⁺¹.

This is `planck_moment`. In its proof `hval` evaluates each term, `hsum` supplies the convergence, `hgeo` sums the geometric series, and `hasSum_integral_of_summable_integral_norm` makes the exchange.

The sums of 1/m⁴ and 1/m² over m ≥ 1 are π⁴/90 and π²/6. Hence

n = 3: 6T⁴ · π⁴/90 = π⁴T⁴/15,

n = 1: T² · π²/6 = π²T²/6.

Lean takes both sums from Mathlib, shifts their index to match k + 1, and concludes by uniqueness of the sum.

For constant pol = a,

shift = −(a/2) (4α³/π) (π⁴T⁴/15) = −(2π³/15) a α³T⁴.

For pol = −1/ω², two powers of ω cancel:

shift = (2α³/π) ∫ ω/(exp(ω/T) − 1) dω = (2α³/π) (π²T²/6) = πα³T²/3.

The Lean proofs reach these values by first rescaling the frequency and then using the Planck integrals at T = 1.

## Rescaling and the two temperature limits

Put ω = Tx, so that dω = T dx. Then

shift = −(2α³/π) T⁴ ∫ pol(Tx) x³/(exp(x) − 1) dx.

Since T⁴x³ = T² (Tx)² x, the same quantity is

shift = −(2α³/π) T² ∫ (Tx)² pol(Tx) x/(exp(x) − 1) dx.

These are the two halves of `thermalShift_scaling`. The temperature now appears only in the prefactor and in the argument of the response.

As T → 0 with x > 0 fixed, Tx → 0 and pol(Tx) → a. If |pol| ≤ C, the integrand of the first form is at most C x³/(exp(x) − 1) in size, whatever T is. This bound is integrable, so dominated convergence gives

shift/T⁴ → −(2α³/π) a π⁴/15 = −(2π³/15) a α³.

As T → ∞, Tx → ∞ and (Tx)² pol(Tx) → −N. The same argument on the second form gives

shift/T² → −(2α³/π) (−N) π²/6 = Nπα³/3.

`average_tendsto` carries out the dominated-convergence argument once for both cases. Its `g` is either pol or ω² pol, its `w` is the matching Planck weight, and the filter `l` says which way T moves. The integrability of the weights follows from the Planck integrals: Lean assigns the value 0 to an integral that does not exist, and these values are not 0.

## An undamped resonance

Without the bound, the low-temperature statement can fail for a familiar response. Take an undamped oscillator of unit frequency and unit strength,

pol(ω) = 1/(1 − ω²).

It tends to 1 at zero frequency, but near ω = 1 it grows like 1/|ω − 1|. Thermal light has some intensity there at every T > 0, so the shift integral diverges at every temperature, however low, and there is no ratio shift/T⁴ to follow.

The example shows that a zero-frequency limit alone does not make the integral exist. It does not show that pol has to be bounded: pol(ω) = 1 + ω is unbounded, yet its shift/T⁴ has the expected limit. For a sharp resonance, physicists take the principal value of the integral, a different definition from `thermalShift`; a damped oscillator has a bounded real response and meets the hypotheses directly.
